# Time reversal turns a Bloch state at k into one at −k with opposite band velocity

Suppose you compute bands on half of the Brillouin zone and fill in the other half by time reversal. If you copy the velocities along with the energies, equally occupied partners at $k$ and $-k$ add their currents instead of cancelling them, and equilibrium can acquire a spurious current. For a non-interacting, finite-dimensional Hamiltonian $H(k)$ with time-reversal symmetry and one real parameter, the theorems below fix the missing sign.

## States, time reversal and velocity

```lean
import Mathlib

open Matrix

namespace TimeReversalBandVelocity

noncomputable section

variable {n : Type*} [Fintype n] [DecidableEq n]
```

The finite index set `n` labels orbitals and spins, so a state `n → ℂ` is a column of complex amplitudes.

```lean
/-- The operation `T`: complex conjugation followed by the matrix `U`. -/
def timeReversal (U : Matrix n n ℂ) (x : n → ℂ) : n → ℂ := U *ᵥ star x
```

This is $Tx=Ux^*$. Here `star` conjugates and `*ᵥ` multiplies a matrix by a vector. Unitarity of $U$, which makes $T$ antiunitary, enters later as the hypothesis `hU`, $U^\dagger U=1$. The sign of $T^2$ is left open.

```lean
/-- The number `⟨x, A x⟩`, which is the expectation value of `A` when `x` is a unit vector. -/
def expect (A : Matrix n n ℂ) (x : n → ℂ) : ℂ := star x ⬝ᵥ (A *ᵥ x)
```

This is $\langle x,Ax\rangle=\sum_{ij}x_i^*A_{ij}x_j$, with no division by the norm. The product `⬝ᵥ` does not conjugate, hence the explicit `star`.

```lean
/-- `V` is the derivative of the matrix family `H` at `k`, entry by entry. -/
def HasMatrixDeriv (H : ℝ → Matrix n n ℂ) (V : Matrix n n ℂ) (k : ℝ) : Prop :=
  ∀ i j, HasDerivAt (fun q => H q i j) (V i j) k
```

Each entry satisfies $V_{ij}(k)=dH_{ij}/dk$. With $\hbar=1$, $V(k)=H'(k)$ plays the role of the velocity matrix.

```lean
/-- Time-reversal symmetry of a Bloch Hamiltonian: `T H(k) = H(-k) T`. -/
def IsReversible (U : Matrix n n ℂ) (H : ℝ → Matrix n n ℂ) : Prop :=
  ∀ k x, timeReversal U (H k *ᵥ x) = H (-k) *ᵥ timeReversal U x
```

The symmetry $TH(k)=H(-k)T$ is required for every real $k$ and every vector. Periodicity in $k$ is not needed.

## Why the velocity changes sign

```lean
/-- Time reversal exchanges the two states in an inner product: `⟨Tx, Ty⟩ = ⟨y, x⟩`. -/
theorem inner_timeReversal {U : Matrix n n ℂ} (hU : Uᴴ * U = 1) (x y : n → ℂ) :
    star (timeReversal U x) ⬝ᵥ timeReversal U y = star y ⬝ᵥ x := by
  unfold timeReversal
  rw [Matrix.star_mulVec, Matrix.dotProduct_mulVec, Matrix.vecMul_vecMul, hU,
    Matrix.vecMul_one, star_star, dotProduct_comm]
```

By hand,
$$\langle Tx,Ty\rangle=(Ux^*)^\dagger Uy^*=\sum_i x_i y_i^*=\langle y,x\rangle .$$
The `rw` line makes the same replacements, using `hU` to remove $U^\dagger U$.

```lean
omit [DecidableEq n] in
/-- A Hermitian matrix may be moved from one side of an inner product to the other. -/
theorem hermitian_swap {A : Matrix n n ℂ} (hA : A.IsHermitian) (x y : n → ℂ) :
    star (A *ᵥ x) ⬝ᵥ y = star x ⬝ᵥ (A *ᵥ y) := by
  rw [Matrix.star_mulVec, hA.eq, ← Matrix.dotProduct_mulVec]
```

For Hermitian $A$, $\langle Ax,y\rangle=\langle x,Ay\rangle$.

```lean
omit [DecidableEq n] in
/-- The velocity matrix is odd under time reversal: `T H'(k) = -H'(-k) T`. -/
theorem velocity_odd {U : Matrix n n ℂ} {H V : ℝ → Matrix n n ℂ}
    (hV : ∀ k, HasMatrixDeriv H (V k) k) (hT : IsReversible U H) (k : ℝ) (x : n → ℂ) :
    timeReversal U (V k *ᵥ x) = -(V (-k) *ᵥ timeReversal U x) := by
  funext i
  have hs : ∀ j, HasDerivAt (fun q => ∑ l, H q j l * x l) (∑ l, V k j l * x l) k :=
    fun j => HasDerivAt.fun_sum fun l _ => (hV k j l).mul_const (x l)
  have h1 : HasDerivAt (fun q => timeReversal U (H q *ᵥ x) i)
      (timeReversal U (V k *ᵥ x) i) k := by
    change HasDerivAt (fun q => ∑ j, U i j * star (∑ l, H q j l * x l))
      (∑ j, U i j * star (∑ l, V k j l * x l)) k
    exact HasDerivAt.fun_sum fun j _ => (hs j).star.const_mul (U i j)
  -- the chain rule for `q ↦ -q` produces the sign
  have hn : ∀ j, HasDerivAt (fun q => H (-q) i j) (-(V (-k) i j)) k := fun j => by
    have h := (hV (-k) i j).scomp k (hasDerivAt_neg k)
    simpa [Function.comp_def] using h
  have h2 : HasDerivAt (fun q => (H (-q) *ᵥ timeReversal U x) i)
      (-((V (-k) *ᵥ timeReversal U x) i)) k := by
    have h : HasDerivAt (fun q => ∑ j, H (-q) i j * timeReversal U x j)
        (∑ j, -(V (-k) i j) * timeReversal U x j) k :=
      HasDerivAt.fun_sum fun j _ => (hn j).mul_const (timeReversal U x j)
    refine h.congr_deriv ?_
    simp [Matrix.mulVec, dotProduct]
  have he : (fun q => timeReversal U (H q *ᵥ x) i)
      = fun q => (H (-q) *ᵥ timeReversal U x) i := funext fun q => congrFun (hT q x) i
  rw [he] at h1
  exact h1.unique h2
```

Differentiate $T(H(q)x)=H(-q)Tx$ at $q=k$. Since $q$ is real, conjugation commutes with the derivative, and the chain rule supplies the sign:
$$TV(k)x=-V(-k)Tx .$$
In Lean, `h1` and `h2` differentiate the two sides, and `unique` says that one function has only one derivative.

```lean
omit [Fintype n] [DecidableEq n] in
/-- The derivative of a Hermitian matrix family is Hermitian. -/
theorem velocity_hermitian {H V : ℝ → Matrix n n ℂ} (hH : ∀ k, (H k).IsHermitian)
    (hV : ∀ k, HasMatrixDeriv H (V k) k) (k : ℝ) : (V k).IsHermitian := by
  refine Matrix.IsHermitian.ext fun i j => ?_
  have h : HasDerivAt (fun q => star (H q j i)) (star (V k j i)) k := (hV k j i).star
  have he : (fun q => star (H q j i)) = fun q => H q i j :=
    funext fun q => (hH q).apply i j
  rw [he] at h
  exact h.unique (hV k i j)
```

Differentiating $H_{ji}(q)^*=H_{ij}(q)$ gives $V_{ji}^*=V_{ij}$.

```lean
/-- For any state `x`, the velocity expectation of `T x` at `-k` is minus that of `x` at `k`. -/
theorem expect_velocity_reversed {U : Matrix n n ℂ} {H V : ℝ → Matrix n n ℂ}
    (hU : Uᴴ * U = 1) (hH : ∀ k, (H k).IsHermitian)
    (hV : ∀ k, HasMatrixDeriv H (V k) k) (hT : IsReversible U H) (k : ℝ) (x : n → ℂ) :
    expect (V (-k)) (timeReversal U x) = -expect (V k) x := by
  have h := inner_timeReversal hU x (V k *ᵥ x)
  rw [velocity_odd hV hT, dotProduct_neg, hermitian_swap (velocity_hermitian hH hV k)] at h
  unfold expect
  rw [← h, neg_neg]
```

Put $y=V(k)x$ in the inner-product rule. Then
$$-\langle Tx,V(-k)Tx\rangle=\langle Tx,TV(k)x\rangle=\langle V(k)x,x\rangle=\langle x,V(k)x\rangle .$$
The vector $x$ need not be an eigenstate.

```lean
/-- Band velocity under time reversal: `E'(k)` is the velocity expectation of `u(k)`, while
`T u(k)` is a unit eigenvector of `H(-k)` with energy `E(k)` and velocity `-E'(k)`. -/
theorem band_velocity_timeReversal {U : Matrix n n ℂ} {H V : ℝ → Matrix n n ℂ}
    (hU : Uᴴ * U = 1) (hH : ∀ k, (H k).IsHermitian)
    (hV : ∀ k, HasMatrixDeriv H (V k) k) (hT : IsReversible U H)
    {u : ℝ → n → ℂ} {E : ℝ → ℝ} {k E' : ℝ} {u' : n → ℂ}
    (hu : ∀ i, HasDerivAt (fun q => u q i) (u' i) k) (hE : HasDerivAt E E' k)
    (heig : ∀ q, H q *ᵥ u q = (E q : ℂ) • u q) (hnorm : star (u k) ⬝ᵥ u k = 1) :
    expect (V k) (u k) = (E' : ℂ) ∧
    H (-k) *ᵥ timeReversal U (u k) = (E k : ℂ) • timeReversal U (u k) ∧
    star (timeReversal U (u k)) ⬝ᵥ timeReversal U (u k) = 1 ∧
    expect (V (-k)) (timeReversal U (u k)) = -(E' : ℂ) := by
  -- differentiate the eigenvalue equation
  have hd : V k *ᵥ u k + H k *ᵥ u' = (E' : ℂ) • u k + (E k : ℂ) • u' := by
    funext i
    have h1 : HasDerivAt (fun q => (H q *ᵥ u q) i) ((V k *ᵥ u k + H k *ᵥ u') i) k := by
      have h : HasDerivAt (fun q => ∑ j, H q i j * u q j)
          (∑ j, (V k i j * u k j + H k i j * u' j)) k :=
        HasDerivAt.fun_sum fun j _ => (hV k i j).fun_mul (hu j)
      refine h.congr_deriv ?_
      simp [Matrix.mulVec, dotProduct, Finset.sum_add_distrib]
    have h2 : HasDerivAt (fun q => (E q : ℂ) * u q i)
        ((E' : ℂ) * u k i + (E k : ℂ) * u' i) k := hE.ofReal_comp.fun_mul (hu i)
    have he : (fun q => (H q *ᵥ u q) i) = fun q => (E q : ℂ) * u q i :=
      funext fun q => congrFun (heig q) i
    rw [he] at h1
    exact h1.unique h2
  -- project on `u k`; the terms with the derivative of the state cancel
  have h3 := congrArg (fun v => star (u k) ⬝ᵥ v) hd
  simp only [dotProduct_add, dotProduct_smul, smul_eq_mul, hnorm] at h3
  have h4 : star (u k) ⬝ᵥ (H k *ᵥ u') = (E k : ℂ) * (star (u k) ⬝ᵥ u') := by
    rw [← hermitian_swap (hH k), heig k, star_smul, smul_dotProduct, smul_eq_mul]
    simp
  have hv : expect (V k) (u k) = (E' : ℂ) := by
    unfold expect
    linear_combination h3 - h4
  refine ⟨hv, ?_, ?_, ?_⟩
  · rw [← hT, heig]
    simp [timeReversal, star_smul, Matrix.mulVec_smul]
  · rw [inner_timeReversal hU, hnorm]
  · rw [expect_velocity_reversed hU hH hV hT, hv]
```

The hypotheses supply a differentiable eigenvector $u(q)$ with real energy $E(q)$, where $u$ has derivative $u'$ and $E$ has derivative $E'$ at $k$. Differentiability of the chosen eigenvector at $k$ is assumed, which matters at band crossings. Normalisation is needed only at $k$.

Differentiating $Hu=Eu$ gives `hd`:
$$Vu+Hu'=E'u+Eu' .$$
Projecting on $u$ gives `h3`:
$$\langle u,Vu\rangle+\langle u,Hu'\rangle=E'+E\langle u,u'\rangle .$$
Hermiticity and real $E$ give $\langle u,Hu'\rangle=E\langle u,u'\rangle$, which is `h4`. Subtracting leaves $\langle u,Vu\rangle=E'$, the Hellmann–Feynman relation for the parameter $k$.

The other three conclusions, joined by `∧`, concern the partner. First, $H(-k)Tu=T(Eu)=E\,Tu$, again because $E$ is real. Next, $\langle Tu,Tu\rangle=\langle u,u\rangle=1$. Finally, the reversal rule gives $Tu$ the velocity $-E'$ at $-k$.

## The symmetric point k = 0

```lean
/-- At `k = 0`, a state that time reversal maps to a multiple of itself has zero velocity. -/
theorem velocity_zero_of_invariant {U : Matrix n n ℂ} {H V : ℝ → Matrix n n ℂ}
    (hU : Uᴴ * U = 1) (hH : ∀ k, (H k).IsHermitian)
    (hV : ∀ k, HasMatrixDeriv H (V k) k) (hT : IsReversible U H)
    {x : n → ℂ} {c : ℂ} (hx : timeReversal U x = c • x) : expect (V 0) x = 0 := by
  have h := expect_velocity_reversed hU hH hV hT 0 x
  rw [neg_zero, hx] at h
  simp only [expect, star_smul, Matrix.mulVec_smul, smul_dotProduct, dotProduct_smul,
    smul_eq_mul] at h
  have hn : c * star c = (Complex.normSq c : ℂ) := Complex.mul_conj c
  have h0 : ((1 + Complex.normSq c : ℝ) : ℂ) * expect (V 0) x = 0 := by
    unfold expect
    push_cast
    linear_combination h - (star x ⬝ᵥ (V 0 *ᵥ x)) * hn
  have hp := Complex.normSq_nonneg c
  exact (mul_eq_zero.mp h0).resolve_left
    (Complex.ofReal_ne_zero.mpr (ne_of_gt (by linarith)))
```

If $Tx=cx$, the reversal rule at $k=0$ reads $|c|^2\langle x,Vx\rangle=-\langle x,Vx\rangle$. Thus $(1+|c|^2)\langle x,Vx\rangle=0$, and the positive factor can be divided out.

The smallest case is a single band without spin: $H(k)$ is a real number and $U$ a phase. The symmetry says $H(k)=H(-k)$, so the slope at $k=0$ is zero. For a spin-1/2 electron $T^2=-1$, and no nonzero state meets the hypothesis, because $Tx=cx$ would give $T^2x=|c|^2x$. The velocity at $k=0$ need not vanish then: in the helical edge below it is $\pm1$ for the two spin branches.

```lean
/-- At `k = 0`, if `T² x = x`, the velocity matrix element between `x` and `T x` vanishes. -/
theorem velocity_element_zero {U : Matrix n n ℂ} {H V : ℝ → Matrix n n ℂ}
    (hU : Uᴴ * U = 1) (hH : ∀ k, (H k).IsHermitian)
    (hV : ∀ k, HasMatrixDeriv H (V k) k) (hT : IsReversible U H)
    {x : n → ℂ} (hx : timeReversal U (timeReversal U x) = x) :
    star x ⬝ᵥ (V 0 *ᵥ timeReversal U x) = 0 := by
  have h := inner_timeReversal hU (timeReversal U x) (V 0 *ᵥ x)
  rw [hx, velocity_odd hV hT, neg_zero, dotProduct_neg,
    hermitian_swap (velocity_hermitian hH hV 0)] at h
  linear_combination (-1 / 2 : ℂ) * h
```

If $T^2x=x$, apply the inner-product rule to $Tx$ and $V(0)x$:
$$-\langle x,V(0)Tx\rangle=\langle T^2x,TV(0)x\rangle=\langle V(0)x,Tx\rangle=\langle x,V(0)Tx\rangle .$$
The matrix element equals its own negative and vanishes. If $T^2x=-x$ instead, the two minus signs cancel and the argument gives no constraint.

## A helical edge in numbers

```lean
/-- The two-band Hamiltonian `H(k) = k σ_z`. -/
def helicalEdge (k : ℝ) : Matrix (Fin 2) (Fin 2) ℂ := !![(k : ℂ), 0; 0, -(k : ℂ)]
```

This is $H(k)=k\sigma_z$, two counter-propagating spin branches with unit speed.

```lean
/-- For `H(k) = k σ_z` and `U = i σ_y`: `U` is unitary, `H(k)` is Hermitian with derivative `σ_z`
and is time-reversal symmetric, and `(1, 0)` is a unit eigenvector with energy `k`. -/
theorem helicalEdge_witness :
    (!![0, 1; -1, 0] : Matrix (Fin 2) (Fin 2) ℂ)ᴴ * !![0, 1; -1, 0] = 1 ∧
    (∀ k, (helicalEdge k).IsHermitian) ∧
    (∀ k, HasMatrixDeriv helicalEdge !![1, 0; 0, -1] k) ∧
    IsReversible !![0, 1; -1, 0] helicalEdge ∧
    (∀ k : ℝ, helicalEdge k *ᵥ ![1, 0] = (k : ℂ) • ![1, 0]) ∧
    star (![1, 0] : Fin 2 → ℂ) ⬝ᵥ ![1, 0] = 1 := by
  refine ⟨?_, ?_, ?_, ?_, ?_, ?_⟩
  · ext i j
    fin_cases i <;> fin_cases j <;> simp [Matrix.mul_apply, Fin.sum_univ_succ]
  · intro k
    ext i j
    fin_cases i <;> fin_cases j <;> simp [helicalEdge]
  · intro k i j
    have hk : HasDerivAt (fun q : ℝ => (q : ℂ)) 1 k := by
      simpa using (hasDerivAt_id' k).ofReal_comp
    fin_cases i <;> fin_cases j
    · exact hk
    · exact hasDerivAt_const k (0 : ℂ)
    · exact hasDerivAt_const k (0 : ℂ)
    · exact hk.fun_neg
  · intro k x
    funext i
    fin_cases i <;>
      simp [timeReversal, helicalEdge, Matrix.mulVec, dotProduct, Fin.sum_univ_succ]
  · intro k
    funext i
    fin_cases i <;> simp [helicalEdge, Matrix.mulVec, dotProduct, Fin.sum_univ_succ]
  · simp [dotProduct, Fin.sum_univ_succ]

end

end TimeReversalBandVelocity
```

The six statements check unitarity, Hermiticity, the derivative $\sigma_z$, time-reversal symmetry, the eigenvalue equation and normalisation. The proof works through matrix entries, with `fin_cases` listing the indices.

Take $k=0.3$ and $u=(1,0)$. The energy is $0.3$ and the velocity is $\langle u,\sigma_zu\rangle=1$. With $U=i\sigma_y$, the partner is $Tu=(0,-1)$. At $-0.3$ the Hamiltonian is $\mathrm{diag}(-0.3,\,0.3)$, so the partner's energy is again $0.3$, while its velocity is $-1$.

```lean
#print axioms TimeReversalBandVelocity.band_velocity_timeReversal
#print axioms TimeReversalBandVelocity.velocity_zero_of_invariant
#print axioms TimeReversalBandVelocity.velocity_element_zero
```

```
'TimeReversalBandVelocity.band_velocity_timeReversal' depends on axioms: [propext, Classical.choice, Quot.sound]
'TimeReversalBandVelocity.velocity_zero_of_invariant' depends on axioms: [propext, Classical.choice, Quot.sound]
'TimeReversalBandVelocity.velocity_element_zero' depends on axioms: [propext, Classical.choice, Quot.sound]
```
